# The band edges of a biased, coupled bilayer model lie on a ring of momenta

The in-plane momentum is taken as one complex number, k = kx + i ky, so that a fixed positive value of |k| describes a circle in the momentum plane. For a real k = p the Hamiltonian below is a real symmetric matrix, with p in the places of both k and its conjugate.

The four basis states are two sites in the upper layer followed by two in the lower layer. The bias U is the difference in on-site energy between the layers, as a perpendicular electric field produces it. The coupling g is the hopping between the one pair of sites that lie on top of each other. Both are real parameters. The momentum k is counted from the point where the two bands of an isolated layer touch, which need not be the centre of the Brillouin zone, and it is measured in energy units, with the band velocity absorbed. This is a non-interacting continuum model, linear in k within each layer, without further interlayer hoppings.

In Lean 4 with Mathlib:

```lean
import Mathlib

open Matrix ComplexConjugate

namespace BiasedBilayer

noncomputable section
```

In `hamiltonian`, `conj k` is the complex conjugate k̄.

```lean
/-- Hamiltonian of a bilayer with interlayer bias `U`, interlayer coupling `g` and complex
in-plane momentum `k = kx + i ky` (in energy units). -/
def hamiltonian (U g : ℝ) (k : ℂ) : Matrix (Fin 4) (Fin 4) ℂ :=
  !![(U : ℂ) / 2, conj k, 0, 0;
     k, (U : ℂ) / 2, (g : ℂ), 0;
     0, (g : ℂ), -((U : ℂ) / 2), conj k;
     0, 0, k, -((U : ℂ) / 2)]
```

`IsLevel U g k E` says that the real number E is an eigenvalue at momentum k, with a nonzero eigenvector `v`. It does not record multiplicity.

```lean
/-- The real energy `E` is a level at momentum `k`: the Hamiltonian has a nonzero eigenvector
with eigenvalue `E`. -/
def IsLevel (U g : ℝ) (k : ℂ) (E : ℝ) : Prop :=
  ∃ v : Fin 4 → ℂ, v ≠ 0 ∧ hamiltonian U g k *ᵥ v = (E : ℂ) • v
```

## (a) Real energies

Show that the Hamiltonian is Hermitian:

H† = H.

**Solution.** The diagonal entries ±U/2 and the coupling g are real, and g appears symmetrically. Within each layer, k stands opposite k̄. Every entry is therefore the conjugate of its mirror image, and restricting levels to real E loses no eigenvalue. The code checks the sixteen entries one by one.

```lean
/-- The bilayer Hamiltonian is Hermitian. -/
theorem hamiltonian_isHermitian (U g : ℝ) (k : ℂ) : (hamiltonian U g k).IsHermitian := by
  ext i j
  fin_cases i <;> fin_cases j <;> simp [hamiltonian, Matrix.conjTranspose_apply]
```

## (b) The secular determinant as a completed square

Show that

det(H − E) = U²g²/4 + (E² + U²/4 − |k|²)² − (U² + g²)E².

**Solution.** Put a = U/2 − E and b = −U/2 − E. The matrix is a chain of two dimers joined by g, and expanding about that bond gives

det(H − E) = (a² − |k|²)(b² − |k|²) − g²ab.

Here ab = E² − U²/4 and a² + b² = 2E² + U²/2, so the first product is

(E² − U²/4)² − 2|k|²(E² + U²/4) + |k|⁴.

Since (E² − U²/4)² = (E² + U²/4)² − U²E², this equals

(E² + U²/4 − |k|²)² − U²E².

Subtracting g²(E² − U²/4) gives the target.

In the code, `hdet` is the chain formula for general entries, `hM` writes out H − E, and `hk` replaces k k̄ by |k|².

```lean
/-- The secular determinant of the bilayer, arranged as a completed square. -/
theorem secular_det (U g : ℝ) (k : ℂ) (E : ℝ) :
    (hamiltonian U g k - (E : ℂ) • (1 : Matrix (Fin 4) (Fin 4) ℂ)).det =
      ((U ^ 2 * g ^ 2 / 4 + (E ^ 2 + U ^ 2 / 4 - ‖k‖ ^ 2) ^ 2
        - (U ^ 2 + g ^ 2) * E ^ 2 : ℝ) : ℂ) := by
  -- determinant of a four-site chain made of two coupled dimers
  have hdet : ∀ a b c d t : ℂ,
      (!![a, d, 0, 0; c, a, t, 0; 0, t, b, d; 0, 0, c, b] : Matrix (Fin 4) (Fin 4) ℂ).det
        = (a ^ 2 - c * d) * (b ^ 2 - c * d) - t ^ 2 * a * b := by
    intro a b c d t
    simp [Matrix.det_succ_row_zero, Fin.sum_univ_succ, Fin.succAbove]
    ring
  have hM : hamiltonian U g k - (E : ℂ) • (1 : Matrix (Fin 4) (Fin 4) ℂ) =
      !![(U : ℂ) / 2 - E, conj k, 0, 0;
         k, (U : ℂ) / 2 - E, (g : ℂ), 0;
         0, (g : ℂ), -((U : ℂ) / 2) - E, conj k;
         0, 0, k, -((U : ℂ) / 2) - E] := by
    ext i j
    fin_cases i <;> fin_cases j <;> simp [hamiltonian]
  have hk : k * conj k = (‖k‖ : ℂ) ^ 2 := by
    rw [Complex.mul_conj, Complex.normSq_eq_norm_sq, Complex.ofReal_pow]
  rw [hM, hdet, hk]
  push_cast
  ring
```

## (c) The condition for a level

Show that E is a level at k exactly when

(U² + g²)E² = U²g²/4 + (E² + U²/4 − |k|²)².

**Solution.** The equation Hv = Ev has a nonzero solution exactly when H − E is singular, that is, when its determinant vanishes. Setting the result of (b) to zero and moving one term across gives the condition. The step `h1` is this singularity criterion.

```lean
/-- `E` is a level at momentum `k` exactly when
`(U² + g²) E² = U² g² / 4 + (E² + U² / 4 - |k|²)²`. -/
theorem isLevel_iff (U g : ℝ) (k : ℂ) (E : ℝ) :
    IsLevel U g k E ↔
      (U ^ 2 + g ^ 2) * E ^ 2 =
        U ^ 2 * g ^ 2 / 4 + (E ^ 2 + U ^ 2 / 4 - ‖k‖ ^ 2) ^ 2 := by
  have h1 : IsLevel U g k E ↔
      (hamiltonian U g k - (E : ℂ) • (1 : Matrix (Fin 4) (Fin 4) ℂ)).det = 0 := by
    rw [← Matrix.exists_mulVec_eq_zero_iff]
    simp only [IsLevel, Matrix.sub_mulVec, Matrix.smul_mulVec, Matrix.one_mulVec, sub_eq_zero]
  rw [h1, secular_det, Complex.ofReal_eq_zero]
  constructor <;> intro h <;> linarith
```

## (d) The dispersion

Show that the levels at k are exactly the real E with

E² = g²/2 + U²/4 + |k|² ± √(g⁴/4 + |k|²(g² + U²)).

**Solution.** Write c = g²/2 + U²/4 + |k|². Expanding (c) as a quadratic in E² gives

E⁴ − 2cE² + (U²/4 − |k|²)² + U²g²/4 = 0.

Completing the square in E² leaves

(E² − c)² = c² − (U²/4 − |k|²)² − U²g²/4 = g⁴/4 + |k|²(g² + U²).

The right side is never negative, so taking roots gives both signs, and squaring leads back.

The code names the root `s` and uses only its square, `hs`. The factorisation (E² − c − s)(E² − c + s) = 0 then gives the two branches.

```lean
/-- Dispersion of the biased bilayer: the levels at momentum `k` are the real `E` with
`E² = g²/2 + U²/4 + |k|² ± √(g⁴/4 + |k|² (g² + U²))`. -/
theorem dispersion (U g : ℝ) (k : ℂ) (E : ℝ) :
    IsLevel U g k E ↔
      E ^ 2 = g ^ 2 / 2 + U ^ 2 / 4 + ‖k‖ ^ 2
          + √(g ^ 4 / 4 + ‖k‖ ^ 2 * (g ^ 2 + U ^ 2)) ∨
      E ^ 2 = g ^ 2 / 2 + U ^ 2 / 4 + ‖k‖ ^ 2
          - √(g ^ 4 / 4 + ‖k‖ ^ 2 * (g ^ 2 + U ^ 2)) := by
  have hs : √(g ^ 4 / 4 + ‖k‖ ^ 2 * (g ^ 2 + U ^ 2)) ^ 2
      = g ^ 4 / 4 + ‖k‖ ^ 2 * (g ^ 2 + U ^ 2) := Real.sq_sqrt (by positivity)
  rw [isLevel_iff]
  generalize √(g ^ 4 / 4 + ‖k‖ ^ 2 * (g ^ 2 + U ^ 2)) = s at hs ⊢
  constructor
  · intro h
    -- the secular equation factorises in `E²`
    have hf : (E ^ 2 - (g ^ 2 / 2 + U ^ 2 / 4 + ‖k‖ ^ 2) - s) *
        (E ^ 2 - (g ^ 2 / 2 + U ^ 2 / 4 + ‖k‖ ^ 2) + s) = 0 := by
      linear_combination -h - hs
    rcases mul_eq_zero.mp hf with h0 | h0
    · left; linarith
    · right; linarith
  · rintro (h | h)
    · linear_combination -(E ^ 2 - (g ^ 2 / 2 + U ^ 2 / 4 + ‖k‖ ^ 2) + s) * h - hs
    · linear_combination -(E ^ 2 - (g ^ 2 / 2 + U ^ 2 / 4 + ‖k‖ ^ 2) - s) * h - hs
```

## (e) The lower bound and the ring

Let U and g be nonzero. Show that every level obeys

E² ≥ U²g²/(4(U² + g²)) > 0,

and that an energy of either sign with equality here is a level at k exactly when

|k|² = U²(U² + 2g²)/(4(U² + g²)).

**Solution.** The square in (c) is not negative. Dropping it gives (U² + g²)E² ≥ U²g²/4, which is the bound. Equality holds exactly when the square vanishes:

|k|² = E² + U²/4 = [U²g² + U²(U² + g²)]/(4(U² + g²)),

which is the stated ring.

If exactly one of U and g is zero, the bound becomes 0 and is reached: E = 0 is a level at k = 0 when U = 0, and at |k| = |U|/2 when g = 0.

In the code, `nlinarith` receives the non-negative square for the bound, and `hr` identifies the ring radius squared with E² + U²/4.

```lean
/-- For nonzero bias and coupling, every level `E` has `E²` at least the positive number
`U² g² / (4 (U² + g²))`, and an energy with this square is a level exactly at the momenta on the
ring `|k|² = U² (U² + 2 g²) / (4 (U² + g²))`. -/
theorem min_energy_on_ring {U g : ℝ} (hU : U ≠ 0) (hg : g ≠ 0) :
    0 < U ^ 2 * g ^ 2 / (4 * (U ^ 2 + g ^ 2)) ∧
    (∀ k E, IsLevel U g k E → U ^ 2 * g ^ 2 / (4 * (U ^ 2 + g ^ 2)) ≤ E ^ 2) ∧
    ∀ k E, E ^ 2 = U ^ 2 * g ^ 2 / (4 * (U ^ 2 + g ^ 2)) →
      (IsLevel U g k E ↔
        ‖k‖ ^ 2 = U ^ 2 * (U ^ 2 + 2 * g ^ 2) / (4 * (U ^ 2 + g ^ 2))) := by
  have hD : 0 < 4 * (U ^ 2 + g ^ 2) := by positivity
  refine ⟨by positivity, ?_, ?_⟩
  · intro k E h
    rw [isLevel_iff] at h
    rw [div_le_iff₀ hD]
    nlinarith [sq_nonneg (E ^ 2 + U ^ 2 / 4 - ‖k‖ ^ 2)]
  · intro k E hE
    have hx : E ^ 2 * (4 * (U ^ 2 + g ^ 2)) = U ^ 2 * g ^ 2 := (eq_div_iff hD.ne').mp hE
    have hr : U ^ 2 * (U ^ 2 + 2 * g ^ 2) / (4 * (U ^ 2 + g ^ 2)) = E ^ 2 + U ^ 2 / 4 := by
      rw [div_eq_iff hD.ne']
      linear_combination -hx
    rw [isLevel_iff, hr]
    constructor
    · intro h
      -- at the minimum the completed square has to vanish
      have h0 : (E ^ 2 + U ^ 2 / 4 - ‖k‖ ^ 2) ^ 2 = 0 := by linarith
      have h1 := (pow_eq_zero_iff two_ne_zero).mp h0
      linarith
    · intro h
      rw [h]
      linear_combination hx / 4
```

## (f) Levels at the centre

Show that at k = 0 the levels are given by

E² = U²/4 or E² = U²/4 + g².

**Solution.** With k = 0, condition (c) factorises:

(E² − U²/4)(E² − U²/4 − g²) = 0.

The code proves this factorisation as `hf` and checks each root in the other direction.

```lean
/-- At zero momentum the levels are the real `E` with `E² = U²/4` or `E² = U²/4 + g²`. -/
theorem centre_levels (U g E : ℝ) :
    IsLevel U g 0 E ↔ E ^ 2 = U ^ 2 / 4 ∨ E ^ 2 = U ^ 2 / 4 + g ^ 2 := by
  rw [isLevel_iff, norm_zero]
  constructor
  · intro h
    have hf : (E ^ 2 - U ^ 2 / 4) * (E ^ 2 - (U ^ 2 / 4 + g ^ 2)) = 0 := by
      linear_combination -h
    rcases mul_eq_zero.mp hf with h0 | h0
    · left; linarith
    · right; linarith
  · rintro (h | h)
    · linear_combination -(E ^ 2 - (U ^ 2 / 4 + g ^ 2)) * h
    · linear_combination -(E ^ 2 - U ^ 2 / 4) * h
```

## (g) The centre lies above the minimum

For U ≠ 0, show that every level at k = 0 satisfies

E² > U²g²/(4(U² + g²)).

**Solution.** By (f), E² is at least U²/4, and

U²/4 − U²g²/(4(U² + g²)) = U⁴/(4(U² + g²)) > 0.

The code clears the denominator and treats the two values from (f) separately.

```lean
/-- For nonzero bias, every level at zero momentum has `E²` strictly above
`U² g² / (4 (U² + g²))`. -/
theorem centre_above_minimum {U g E : ℝ} (hU : U ≠ 0) (h : IsLevel U g 0 E) :
    U ^ 2 * g ^ 2 / (4 * (U ^ 2 + g ^ 2)) < E ^ 2 := by
  have hU2 : 0 < U ^ 2 := by positivity
  have hg2 : 0 ≤ g ^ 2 := sq_nonneg g
  rw [div_lt_iff₀ (by positivity)]
  rcases (centre_levels U g E).mp h with h | h <;> rw [h] <;>
    nlinarith [mul_pos hU2 hU2, mul_nonneg hU2.le hg2, mul_nonneg hg2 hg2]
```

## (h) The band edges

For U, g > 0, show that the smallest positive level over all momenta is

E = Ug/(2√(U² + g²)),

and that the largest negative level is its opposite.

**Solution.** Call this number d. Its square is the bound in (e), so a positive level has E ≥ d and a negative one E ≤ −d. Both values occur at any momentum on the ring.

`IsLeast` and `IsGreatest` each require that the value belongs to the set and bounds it. The code proves membership with the real, positive k on the ring.

For non-interacting electrons in this continuum model, with the negative levels filled, the band gap is therefore 2d = Ug/√(U² + g²). It is smaller than the bias U and stays below g however strong the bias.

```lean
/-- For positive bias and coupling, the smallest positive level over all momenta is
`U g / (2 √(U² + g²))`, and the largest negative level is its opposite. -/
theorem band_edges {U g : ℝ} (hU : 0 < U) (hg : 0 < g) :
    IsLeast {E : ℝ | 0 < E ∧ ∃ k, IsLevel U g k E} (U * g / (2 * √(U ^ 2 + g ^ 2))) ∧
    IsGreatest {E : ℝ | E < 0 ∧ ∃ k, IsLevel U g k E}
      (-(U * g / (2 * √(U ^ 2 + g ^ 2)))) := by
  obtain ⟨-, hmin, hring⟩ := min_energy_on_ring hU.ne' hg.ne'
  have hpos : 0 < U * g / (2 * √(U ^ 2 + g ^ 2)) := by positivity
  have hsq : (U * g / (2 * √(U ^ 2 + g ^ 2))) ^ 2
      = U ^ 2 * g ^ 2 / (4 * (U ^ 2 + g ^ 2)) := by
    rw [div_pow, mul_pow, mul_pow, Real.sq_sqrt (by positivity)]
    norm_num
  rw [← hsq] at hmin hring
  generalize U * g / (2 * √(U ^ 2 + g ^ 2)) = d at hpos hmin hring ⊢
  -- a momentum on the ring
  have hk : ‖((√(U ^ 2 * (U ^ 2 + 2 * g ^ 2) / (4 * (U ^ 2 + g ^ 2))) : ℝ) : ℂ)‖ ^ 2
      = U ^ 2 * (U ^ 2 + 2 * g ^ 2) / (4 * (U ^ 2 + g ^ 2)) := by
    rw [Complex.norm_real, Real.norm_eq_abs, sq_abs, Real.sq_sqrt (by positivity)]
  refine ⟨⟨⟨hpos, _, (hring _ d rfl).mpr hk⟩, ?_⟩,
    ⟨⟨by linarith, _, (hring _ (-d) (neg_sq d)).mpr hk⟩, ?_⟩⟩
  · rintro E ⟨hE, k, h⟩
    have := hmin k E h
    by_contra hlt
    nlinarith [not_le.mp hlt]
  · rintro E ⟨hE, k, h⟩
    have := hmin k E h
    by_contra hlt
    nlinarith [not_le.mp hlt]

end

end BiasedBilayer
```

```lean
#print axioms BiasedBilayer.hamiltonian_isHermitian
#print axioms BiasedBilayer.dispersion
#print axioms BiasedBilayer.centre_above_minimum
#print axioms BiasedBilayer.band_edges
```

```
'BiasedBilayer.hamiltonian_isHermitian' depends on axioms: [propext, Classical.choice, Quot.sound]
'BiasedBilayer.dispersion' depends on axioms: [propext, Classical.choice, Quot.sound]
'BiasedBilayer.centre_above_minimum' depends on axioms: [propext, Classical.choice, Quot.sound]
'BiasedBilayer.band_edges' depends on axioms: [propext, Classical.choice, Quot.sound]
```

## Circles of constant energy

Solving the condition in (c) for |k|² at fixed E, by hand, gives

|k|² = E² + U²/4 ± √((U² + g²)E² − U²g²/4).

For nonzero U and g, and E² strictly between the minimum and U²/4, both values are positive. The constant-energy contour then consists of two concentric circles, which merge into the ring as E² falls to its minimum.
